# The Colle-Salvetti factor with nonzero amplitude has a finite relative local energy at electron coalescence

For two electrons at distance r, the Colle-Salvetti correlation factor is f(r) = 1 - exp(-b²r²)(1 - P(1 + r/2)). Take b = 0 and P ≠ 0, so that f(r) = P(1 + r/2). Then f'' = 0 and f' = P/2, and the relative Hamiltonian -∇² + 1/r, in atomic units, gives

-f'' - 2f'/r + f/r = -P/r + P/r + P/2 = P/2.

The kinetic term -P/r cancels the Coulomb term P/r. Division by f leaves 1/(2 + r), which tends to 1/2. With a Gaussian present the same cancellation occurs, and the limit acquires a term in b.

```lean
import Mathlib

open Filter Topology

namespace ColleSalvettiCusp

noncomputable section
```

## The local energy and the factor

For two electrons at distance r, the relative Hamiltonian in atomic units is -∇² + 1/r, since the reduced mass is 1/2. On a function of r alone, ∇²f = f'' + 2f'/r. The local energy is the Hamiltonian applied to f, divided by f; `deriv` is the ordinary derivative.

```lean
/-- The local energy of a radial function of the interelectronic distance, for the relative
Hamiltonian `-∇² + 1/r` in atomic units. -/
def relLocalEnergy (f : ℝ → ℝ) (r : ℝ) : ℝ :=
  (-(deriv (deriv f) r) - 2 * deriv f r / r + f r / r) / f r
```

The Colle-Salvetti factor has a real inverse length b and an amplitude P = f(0). Lean reads `-b ^ 2` as -(b²), so the exponential decays when b ≠ 0.

```lean
/-- The Colle-Salvetti correlation factor with inverse length `b` and amplitude `P`. -/
def colleSalvetti (b P r : ℝ) : ℝ :=
  1 - Real.exp (-b ^ 2 * r ^ 2) * (1 - P * (1 + r / 2))
```

To see what the slope 1/2 does, replace it by a real number c. Write E = exp(-b²r²) and q = 1 - P(1 + cr), so that f = 1 - Eq.

```lean
/-- The correlation factor with an arbitrary coefficient `c` of the linear term. -/
def slopeFactor (b P c r : ℝ) : ℝ :=
  1 - Real.exp (-b ^ 2 * r ^ 2) * (1 - P * (1 + c * r))
```

The terms that will stay finite as r → 0 are collected as

R(r) = (1 - E)/r + E(Pc - 6b²q + 4b⁴r²q + 4b²rPc).

```lean
/-- The part of `-f'' - 2f'/r + f/r` that stays finite at electron coalescence. -/
def regularPart (b P c r : ℝ) : ℝ :=
  (1 - Real.exp (-b ^ 2 * r ^ 2)) / r +
    Real.exp (-b ^ 2 * r ^ 2) * (P * c - 6 * b ^ 2 * (1 - P * (1 + c * r))
      + 4 * b ^ 4 * r ^ 2 * (1 - P * (1 + c * r)) + 4 * b ^ 2 * r * (P * c))
```

Colle and Salvetti tie the amplitude to b by P = √π b/(1 + √π b). For b > 0 this makes the integral of 1 - f over all space vanish: to first order in 1 - f, what a uniform pair density loses at short range is restored further out. The file takes the formula as a definition.

```lean
/-- The amplitude `√π b / (1 + √π b)` as a function of the inverse length `b`. -/
def csAmplitude (b : ℝ) : ℝ := √Real.pi * b / (1 + √Real.pi * b)
```

For P > 0, c ≥ 0 and r ≥ 0, the factor has no zero, because 1 - E ≥ 0 and

f = (1 - E) + EP(1 + cr) > 0.

```lean
/-- For positive amplitude and nonnegative slope the correlation factor is strictly positive
at every distance. -/
theorem slopeFactor_pos {b P c r : ℝ} (hP : 0 < P) (hc : 0 ≤ c) (hr : 0 ≤ r) :
    0 < slopeFactor b P c r := by
  have hE : Real.exp (-b ^ 2 * r ^ 2) ≤ 1 := by
    apply Real.exp_le_one_iff.mpr
    nlinarith [mul_nonneg (sq_nonneg b) (sq_nonneg r)]
  have hE0 := Real.exp_pos (-b ^ 2 * r ^ 2)
  have hq : 0 < P * (1 + c * r) := by positivity
  have h := mul_pos hE0 hq
  unfold slopeFactor
  linarith [mul_sub (Real.exp (-b ^ 2 * r ^ 2)) 1 (P * (1 + c * r))]
```

## Separating the Coulomb term

The two ingredients of f' are E' = -2b²rE and q' = -Pc.

```lean
private theorem hasDerivAt_gauss (b r : ℝ) :
    HasDerivAt (fun x : ℝ => Real.exp (-b ^ 2 * x ^ 2))
      (Real.exp (-b ^ 2 * r ^ 2) * (-2 * b ^ 2 * r)) r := by
  have h : HasDerivAt (fun x : ℝ => -b ^ 2 * x ^ 2) (-2 * b ^ 2 * r) r := by
    refine ((hasDerivAt_pow 2 r).const_mul (-b ^ 2)).congr_deriv ?_
    show -b ^ 2 * (((2 : ℕ) : ℝ) * r ^ 1) = _
    push_cast
    ring
  exact h.exp

private theorem hasDerivAt_linear (P c r : ℝ) :
    HasDerivAt (fun x : ℝ => 1 - P * (1 + c * x)) (-(P * c)) r :=
  (((((hasDerivAt_id' r).const_mul c).const_add 1).const_mul P).const_sub 1).congr_deriv
    (by ring)
```

The product rule gives

f' = -E'q - Eq' = E(2b²rq + Pc).

```lean
/-- The first derivative of the correlation factor. -/
theorem hasDerivAt_slopeFactor (b P c r : ℝ) :
    HasDerivAt (slopeFactor b P c)
      (Real.exp (-b ^ 2 * r ^ 2) * (2 * b ^ 2 * r * (1 - P * (1 + c * r)) + P * c)) r :=
  (((hasDerivAt_gauss b r).fun_mul (hasDerivAt_linear P c r)).const_sub 1).congr_deriv
    (by ring)
```

Differentiating again,

f'' = E(2b²q - 4b⁴r²q - 4b²rPc).

The other two terms are

-2f'/r = E(-4b²q - 2Pc/r),
f/r = (1 - E)/r + EP/r + EPc.

Adding them to -f'' gives, for r ≠ 0,

-f'' - 2f'/r + f/r = R(r) + P(1 - 2c)E/r.

The proof inserts both derivatives, treats the exponential as an unknown E, and lets `field_simp` and `ring` check the algebra.

```lean
/-- Away from coalescence the local energy is a regular part plus a Coulomb-like term `P (1 - 2c)
exp(-b² r²)/r`, both divided by the correlation factor. -/
theorem relLocalEnergy_split (b P c : ℝ) {r : ℝ} (hr : r ≠ 0) :
    relLocalEnergy (slopeFactor b P c) r =
      (regularPart b P c r + P * (1 - 2 * c) * Real.exp (-b ^ 2 * r ^ 2) / r)
        / slopeFactor b P c r := by
  have h1 : deriv (slopeFactor b P c) = fun x => Real.exp (-b ^ 2 * x ^ 2) *
      (2 * b ^ 2 * x * (1 - P * (1 + c * x)) + P * c) :=
    funext fun x => (hasDerivAt_slopeFactor b P c x).deriv
  have h2 := ((hasDerivAt_gauss b r).fun_mul
    ((((hasDerivAt_id' r).const_mul (2 * b ^ 2)).fun_mul
      (hasDerivAt_linear P c r)).add_const (P * c))).deriv
  unfold relLocalEnergy
  congr 1
  rw [h1, h2]
  simp only [slopeFactor, regularPart]
  generalize Real.exp (-b ^ 2 * r ^ 2) = E
  field_simp
  ring
```

## The limit at coalescence

The filter `𝓝[>] 0` expresses r → 0 through positive values. A continuous function tends there to its value at 0.

```lean
private theorem tendsto_right {g : ℝ → ℝ} {L : ℝ} (hg : Continuous g) (h : g 0 = L) :
    Tendsto g (𝓝[>] 0) (𝓝 L) := by
  subst h
  exact (hg.tendsto 0).mono_left nhdsWithin_le_nhds
```

Only (1 - E)/r needs more care. From exp(x) ≥ 1 + x we get 1 - E ≤ b²r², hence

0 ≤ (1 - E)/r ≤ b²r,

and the quotient tends to 0. The rest of R is continuous, with E = 1 and q = 1 - P at r = 0, so R → Pc - 6b²(1 - P).

```lean
/-- The regular part tends to `P c - 6 b² (1 - P)` at coalescence. -/
theorem tendsto_regularPart (b P c : ℝ) :
    Tendsto (regularPart b P c) (𝓝[>] 0) (𝓝 (P * c - 6 * b ^ 2 * (1 - P))) := by
  -- the Gaussian remainder lies between 0 and b² r
  have h1 : Tendsto (fun r : ℝ => (1 - Real.exp (-b ^ 2 * r ^ 2)) / r) (𝓝[>] 0) (𝓝 0) := by
    have hup : Tendsto (fun r : ℝ => b ^ 2 * r) (𝓝[>] 0) (𝓝 0) :=
      tendsto_right (by fun_prop) (by simp)
    refine tendsto_of_tendsto_of_tendsto_of_le_of_le' tendsto_const_nhds hup ?_ ?_
    · filter_upwards [self_mem_nhdsWithin] with r hr
      have hr' : 0 < r := hr
      have hE : Real.exp (-b ^ 2 * r ^ 2) ≤ 1 := by
        apply Real.exp_le_one_iff.mpr
        nlinarith [mul_nonneg (sq_nonneg b) (sq_nonneg r)]
      exact div_nonneg (by linarith) hr'.le
    · filter_upwards [self_mem_nhdsWithin] with r hr
      have hr' : 0 < r := hr
      rw [div_le_iff₀ hr']
      nlinarith [Real.add_one_le_exp (-b ^ 2 * r ^ 2)]
  have h2 : Tendsto (fun r : ℝ => Real.exp (-b ^ 2 * r ^ 2) *
      (P * c - 6 * b ^ 2 * (1 - P * (1 + c * r))
        + 4 * b ^ 4 * r ^ 2 * (1 - P * (1 + c * r)) + 4 * b ^ 2 * r * (P * c)))
      (𝓝[>] 0) (𝓝 (P * c - 6 * b ^ 2 * (1 - P))) :=
    tendsto_right (by fun_prop) (by simp)
  have h := h1.add h2
  rw [zero_add] at h
  exact h
```

The denominator tends to f(0) = P.

```lean
private theorem tendsto_slopeFactor (b P c : ℝ) :
    Tendsto (slopeFactor b P c) (𝓝[>] 0) (𝓝 P) :=
  tendsto_right (by unfold slopeFactor; fun_prop) (by simp [slopeFactor])
```

For c = 1/2 the term in 1/r vanishes identically. If P ≠ 0, dividing the limits gives

(P/2 - 6b²(1 - P))/P = 1/2 - 6b²(1 - P)/P.

The hypothesis P ≠ 0 means that the pair amplitude does not vanish at contact; it includes every P > 0.

```lean
/-- For nonzero amplitude `P`, the relative local energy of the Colle-Salvetti factor has the limit
`1/2 - 6 b² (1 - P)/P` as the two electrons coalesce. -/
theorem colleSalvetti_localEnergy_tendsto (b : ℝ) {P : ℝ} (hP : P ≠ 0) :
    Tendsto (relLocalEnergy (colleSalvetti b P)) (𝓝[>] 0)
      (𝓝 (1 / 2 - 6 * b ^ 2 * (1 - P) / P)) := by
  have hf : colleSalvetti b P = slopeFactor b P (1 / 2) := by
    funext r
    unfold colleSalvetti slopeFactor
    ring
  have hL : (P * (1 / 2) - 6 * b ^ 2 * (1 - P)) / P = 1 / 2 - 6 * b ^ 2 * (1 - P) / P := by
    rw [sub_div, mul_div_cancel_left₀ _ hP]
  rw [hf, ← hL]
  refine ((tendsto_regularPart b P (1 / 2)).div (tendsto_slopeFactor b P (1 / 2)) hP).congr' ?_
  filter_upwards [self_mem_nhdsWithin] with r hr
  -- the Coulomb-like term carries the factor 1 - 2 * (1/2) = 0
  have h0 : (1 : ℝ) - 2 * (1 / 2) = 0 := by norm_num
  rw [relLocalEnergy_split b P (1 / 2) (ne_of_gt hr), h0, mul_zero, zero_mul, zero_div, add_zero]
  rfl
```

## Slope 1/2 as the cusp condition

For general c, multiply the local energy by r:

(rR + P(1 - 2c)E)/f → P(1 - 2c)/P = 1 - 2c.

This is the strength of the remaining Coulomb singularity.

```lean
/-- For nonzero amplitude and a linear term with coefficient `c`, `r` times the local energy tends
to `1 - 2c` at coalescence. -/
theorem coulomb_residue (b c : ℝ) {P : ℝ} (hP : P ≠ 0) :
    Tendsto (fun r => r * relLocalEnergy (slopeFactor b P c) r) (𝓝[>] 0)
      (𝓝 (1 - 2 * c)) := by
  have hr0 : Tendsto (fun r : ℝ => r) (𝓝[>] 0) (𝓝 0) := tendsto_right continuous_id rfl
  have hE : Tendsto (fun r : ℝ => P * (1 - 2 * c) * Real.exp (-b ^ 2 * r ^ 2))
      (𝓝[>] 0) (𝓝 (P * (1 - 2 * c))) := tendsto_right (by fun_prop) (by simp)
  have h := ((hr0.mul (tendsto_regularPart b P c)).add hE).div (tendsto_slopeFactor b P c) hP
  rw [zero_mul, zero_add, mul_div_cancel_left₀ _ hP] at h
  refine h.congr' ?_
  filter_upwards [self_mem_nhdsWithin] with r hr
  have hr' : r ≠ 0 := ne_of_gt hr
  rw [relLocalEnergy_split b P c hr', ← mul_div_assoc, mul_add, mul_div_cancel₀ _ hr']
  rfl
```

If the local energy has a finite limit L, then r times it tends to 0·L = 0. Limits are unique, so 1 - 2c = 0. Conversely, c = 1/2 is the case already settled. Since f'(0)/f(0) = c, this is, within the family, the electron-electron cusp condition for a pair whose amplitude at contact is nonzero. Electrons of parallel spin, whose amplitude vanishes there, obey a different one.

```lean
/-- For nonzero amplitude and any real coefficient `c`, the local energy has a finite limit at
coalescence exactly when `c = 1/2`. -/
theorem finite_limit_iff (b c : ℝ) {P : ℝ} (hP : P ≠ 0) :
    (∃ L, Tendsto (relLocalEnergy (slopeFactor b P c)) (𝓝[>] 0) (𝓝 L)) ↔ c = 1 / 2 := by
  constructor
  · rintro ⟨L, hL⟩
    -- a finite limit forces the Coulomb residue to vanish
    have hr0 : Tendsto (fun r : ℝ => r) (𝓝[>] 0) (𝓝 0) := tendsto_right continuous_id rfl
    have h := tendsto_nhds_unique (coulomb_residue b c hP) (hr0.mul hL)
    linarith [zero_mul L]
  · rintro rfl
    have hf : slopeFactor b P (1 / 2) = colleSalvetti b P := by
      funext r
      unfold colleSalvetti slopeFactor
      ring
    rw [hf]
    exact ⟨_, colleSalvetti_localEnergy_tendsto b hP⟩
```

## The Colle-Salvetti amplitude

For b > 0, 1 - P = 1/(1 + √π b), so (1 - P)/P = 1/(√π b) and

6b²(1 - P)/P = 6b/√π.

```lean
/-- With the amplitude `√π b / (1 + √π b)` and `b > 0`, the local energy at coalescence
tends to `1/2 - 6 b/√π`. -/
theorem csAmplitude_localEnergy_tendsto {b : ℝ} (hb : 0 < b) :
    Tendsto (relLocalEnergy (colleSalvetti b (csAmplitude b))) (𝓝[>] 0)
      (𝓝 (1 / 2 - 6 * b / √Real.pi)) := by
  have hs : 0 < √Real.pi := Real.sqrt_pos.mpr Real.pi_pos
  have hP : csAmplitude b ≠ 0 := by
    unfold csAmplitude
    positivity
  have hL : 6 * b ^ 2 * (1 - csAmplitude b) / csAmplitude b = 6 * b / √Real.pi := by
    unfold csAmplitude
    generalize √Real.pi = s at hs
    have hne : 1 + s * b ≠ 0 := by positivity
    have h1 : 1 - s * b / (1 + s * b) = 1 / (1 + s * b) := by
      rw [eq_div_iff hne, sub_mul, div_mul_cancel₀ _ hne]
      ring
    rw [h1]
    field_simp
  rw [← hL]
  exact colleSalvetti_localEnergy_tendsto b hP

end

end ColleSalvettiCusp
```

The factor underlies the Colle-Salvetti correlation energy from which the LYP functional was built, but the result concerns an isolated pair with b and P held constant. In the full wavefunction both vary with the pair's centre and orbitals multiply the factor; those contributions, and the functional itself, are not treated.

```lean
#print axioms ColleSalvettiCusp.slopeFactor_pos
#print axioms ColleSalvettiCusp.colleSalvetti_localEnergy_tendsto
#print axioms ColleSalvettiCusp.finite_limit_iff
#print axioms ColleSalvettiCusp.csAmplitude_localEnergy_tendsto
```

```
'ColleSalvettiCusp.slopeFactor_pos' depends on axioms: [propext, Classical.choice, Quot.sound]
'ColleSalvettiCusp.colleSalvetti_localEnergy_tendsto' depends on axioms: [propext, Classical.choice, Quot.sound]
'ColleSalvettiCusp.finite_limit_iff' depends on axioms: [propext, Classical.choice, Quot.sound]
'ColleSalvettiCusp.csAmplitude_localEnergy_tendsto' depends on axioms: [propext, Classical.choice, Quot.sound]
```
